# Sums of one-site operators close under commutation

## Two sites

Take two copies of $\mathbb{C}^d$ and a complex $d\times d$ matrix $h$. Acting with $h$ on each copy in turn and adding gives $\Gamma(h)=h\otimes 1+1\otimes h$. For a second matrix $g$,

$$\Gamma(h)\Gamma(g)=hg\otimes 1+h\otimes g+g\otimes h+1\otimes hg .$$

In the opposite order the mixed terms $h\otimes g+g\otimes h$ are the same, so they cancel in the difference:

$$\Gamma(h)\Gamma(g)-\Gamma(g)\Gamma(h)=(hg-gh)\otimes 1+1\otimes(hg-gh)=\Gamma(hg-gh).$$

Each mixed term has one factor from $h$ and one from $g$, on different sites. These terms appear in both products and cancel in the commutator.

## Any finite number of sites

Let there be $N$ sites. A basis state is a configuration $x$, which assigns a state $x_k$ to each site $k$. Write $x[k\to a]$ for $x$ with the state at site $k$ replaced by $a$. The matrix $h$ embedded at site $k$ is

$$h^{(k)}(x,y)=\begin{cases}h(x_k,y_k)&\text{if } y=x[k\to y_k],\\0&\text{otherwise,}\end{cases}$$

and $\Gamma(h)=\sum_k h^{(k)}$. The claim is that, for all $h$ and $g$,

$$[\Gamma(h),\Gamma(g)]=\Gamma(hg-gh).$$

If $\Gamma(h)$ is the Hamiltonian of a non-interacting, finite-dimensional system, the Heisenberg equation for a one-body observable therefore involves only a commutator of $d\times d$ matrices.

## The derivation by matrix elements

**One sum over one site.** In the product of $h^{(k)}$ with any matrix $M$, the intermediate configuration can differ from $x$ only at site $k$, so

$$(h^{(k)}M)(x,z)=\sum_a h(x_k,a)\,M(x[k\to a],z).$$

**Same site.** Put $M=g^{(k)}$. If $z$ agrees with $x$ away from $k$, the sum is $\sum_a h(x_k,a)g(a,z_k)=(hg)(x_k,z_k)$; otherwise every term vanishes. Hence $h^{(k)}g^{(k)}=(hg)^{(k)}$.

**Different sites.** Put $M=g^{(l)}$ with $l\neq k$. A nonzero term requires $z$ and $x[k\to a]$ to agree at site $k$, which forces $a=z_k$. The result is $h(x_k,z_k)\,g(x_l,z_l)$ if $z$ agrees with $x$ away from $k$ and $l$, and zero otherwise. Exchanging the two operators gives the same expression, so $h^{(k)}g^{(l)}=g^{(l)}h^{(k)}$.

**The double sum.** Therefore

$$[\Gamma(h),\Gamma(g)]=\sum_{k,l}[h^{(k)},g^{(l)}]=\sum_k\big((hg)^{(k)}-(gh)^{(k)}\big)=\Gamma(hg-gh),$$

where the last step uses that embedding is linear.

## The formula for the plain product

The commutator rule may suggest $\Gamma(h)\Gamma(g)=\Gamma(hg)$, which is false in general. For $h=g=1$ the left side is $N^2$ times the identity and the right side is $N$ times the identity. The correct formula keeps the pairs:

$$\Gamma(h)\Gamma(g)=\Gamma(hg)+\sum_k\sum_{l\neq k}h^{(k)}g^{(l)}.$$

## Recovering the one-site matrix

Suppose $N\geq 1$. Between the uniform configuration $(b,\dots,b)$ and itself, each site contributes $h(b,b)$, so the matrix element of $\Gamma(h)$ is $N\,h(b,b)$. For $a\neq b$, let the row configuration have $a$ at one site and $b$ elsewhere, and let the column configuration be uniform in $b$. Only the changed site contributes, and the element is $h(a,b)$. Thus $\Gamma(h)$ determines $h$.

If $\Gamma(h)$ and $\Gamma(g)$ commute, then $\Gamma(hg-gh)=0=\Gamma(0)$, and so $hg=gh$. The converse is immediate from the commutator formula. With no sites, $\Gamma(h)=0$ for every $h$: the commutator formula still holds, but for $d\geq 1$ the matrix $h$ can no longer be recovered.

## Total spin

For one spin one-half, in units of $\hbar$, multiplying the matrices gives $S_xS_y=\tfrac{i}{2}S_z$ and $S_yS_x=-\tfrac{i}{2}S_z$, so $[S_x,S_y]=iS_z$. Applying the commutator formula and linearity gives $[\Gamma(S_x),\Gamma(S_y)]=i\,\Gamma(S_z)$ for any finite number of spins.

## How the Lean statement reads

The finite type `ι` labels the sites and `n` the states of one site; `Fin N` and `Fin d` give the numbered version. Configurations are functions `ι → n`, and operators on the composite system are complex matrices indexed by them. `site k h` is $h^{(k)}$, and `oneBody ι h` is $\Gamma(h)$. This fixes the product basis and describes the tensor product by its matrix elements, without using Mathlib's abstract tensor product.

`oneBody_commutator` has no hypothesis on $h$ and $g$, which need not be Hermitian. `[Nonempty ι]` appears only in the two results that recover information about the one-site matrices. The sites are distinguishable and all carry the same finite-dimensional space; particle statistics, creation operators and unbounded operators are not treated.

```lean
import Mathlib

open Matrix Function

namespace OneBodyOperators

noncomputable section

variable {ι n : Type*} [Fintype ι] [DecidableEq ι] [Fintype n] [DecidableEq n]

/-- The one-site matrix `h` acting on site `k` of the composite system: its entry between
configurations `x` and `y` is `h (x k) (y k)` if they agree on all other sites, and zero
otherwise. -/
def site (k : ι) (h : Matrix n n ℂ) : Matrix (ι → n) (ι → n) ℂ :=
  Matrix.of fun x y => if y = update x k (y k) then h (x k) (y k) else 0

variable (ι) in
/-- The one-body operator `Γ(h)`: the sum over all sites of the embedded one-site matrix `h`. -/
def oneBody (h : Matrix n n ℂ) : Matrix (ι → n) (ι → n) ℂ :=
  ∑ k : ι, site k h

omit [Fintype n] in
/-- The matrix elements of an embedded one-site matrix. -/
theorem site_apply (k : ι) (h : Matrix n n ℂ) (x y : ι → n) :
    site k h x y = if y = update x k (y k) then h (x k) (y k) else 0 := rfl

/-- Multiplying by a matrix embedded at site `k` sums over the states of that site alone. -/
theorem site_mul_apply (k : ι) (h : Matrix n n ℂ) (M : Matrix (ι → n) (ι → n) ℂ)
    (x z : ι → n) :
    (site k h * M) x z = ∑ a, h (x k) a * M (update x k a) z := by
  -- label each intermediate configuration by its state at site `k`
  have key : ∀ y, site k h x y * M y z =
      ∑ a, if y = update x k a then h (x k) a * M y z else 0 := by
    intro y
    rw [Finset.sum_eq_single (y k)]
    · simp only [site_apply, ite_mul, zero_mul]
    · intro a _ ha
      refine if_neg fun e => ?_
      have e' := congrFun e k
      rw [update_self] at e'
      exact ha e'.symm
    · intro hk
      exact absurd (Finset.mem_univ _) hk
  rw [Matrix.mul_apply, Finset.sum_congr rfl (fun y _ => key y), Finset.sum_comm]
  refine Finset.sum_congr rfl fun a _ => ?_
  rw [Finset.sum_ite_eq', if_pos (Finset.mem_univ _)]

/-- On one and the same site, embedded matrices multiply as the one-site matrices do. -/
theorem site_mul_site_same (k : ι) (h g : Matrix n n ℂ) :
    site k h * site k g = site k (h * g) := by
  ext x z
  rw [site_mul_apply, site_apply, Matrix.mul_apply]
  simp only [site_apply, update_idem, update_self]
  by_cases hc : z = update x k (z k)
  · simp only [if_pos hc]
  · simp only [if_neg hc, mul_zero, Finset.sum_const_zero]

/-- Matrices embedded at two different sites commute. -/
theorem site_comm {k l : ι} (hkl : k ≠ l) (h g : Matrix n n ℂ) :
    site k h * site l g = site l g * site k h := by
  -- the product of operators on different sites has factorised matrix elements
  have key : ∀ {k l : ι}, k ≠ l → ∀ (h g : Matrix n n ℂ) (x z : ι → n),
      (site k h * site l g) x z =
        if z = update (update x k (z k)) l (z l)
          then h (x k) (z k) * g (x l) (z l) else 0 := by
    intro k l hkl h g x z
    rw [site_mul_apply, Finset.sum_eq_single (z k)]
    · rw [site_apply, update_of_ne hkl.symm, mul_ite, mul_zero]
    · intro a _ ha
      rw [site_apply, if_neg, mul_zero]
      intro e
      have e' := congrFun e k
      rw [update_of_ne hkl, update_self] at e'
      exact ha e'.symm
    · intro hk
      exact absurd (Finset.mem_univ _) hk
  ext x z
  rw [key hkl, key hkl.symm, update_comm hkl, mul_comm (h (x k) (z k))]

/-- One-body operators close under commutation: the commutator of `Γ(h)` and `Γ(g)` is
`Γ(hg - gh)`. -/
theorem oneBody_commutator (h g : Matrix n n ℂ) :
    oneBody ι h * oneBody ι g - oneBody ι g * oneBody ι h = oneBody ι (h * g - g * h) := by
  have e : oneBody ι h * oneBody ι g - oneBody ι g * oneBody ι h =
      ∑ k : ι, ∑ l : ι, (site k h * site l g - site l g * site k h) := by
    have e₁ : oneBody ι h * oneBody ι g = ∑ k : ι, ∑ l : ι, site k h * site l g := by
      simp only [oneBody, Finset.sum_mul_sum]
    have e₂ : oneBody ι g * oneBody ι h = ∑ k : ι, ∑ l : ι, site l g * site k h := by
      simp only [oneBody, Finset.sum_mul_sum]
      exact Finset.sum_comm
    rw [e₁, e₂]
    simp only [Finset.sum_sub_distrib]
  rw [e, oneBody]
  refine Finset.sum_congr rfl fun k _ => ?_
  -- only the terms with both operators on the same site survive
  rw [Finset.sum_eq_single k]
  · rw [site_mul_site_same, site_mul_site_same]
    ext x y
    simp only [site_apply, Matrix.sub_apply]
    split_ifs <;> simp
  · intro l _ hl
    rw [site_comm (Ne.symm hl), sub_self]
  · intro hk
    exact absurd (Finset.mem_univ _) hk

/-- The plain product of two one-body operators is the one-body operator `Γ(hg)` plus a sum
over ordered pairs of distinct sites. -/
theorem oneBody_mul (h g : Matrix n n ℂ) :
    oneBody ι h * oneBody ι g =
      oneBody ι (h * g) + ∑ k : ι, ∑ l ∈ Finset.univ.erase k, site k h * site l g := by
  simp only [oneBody, Finset.sum_mul_sum]
  rw [← Finset.sum_add_distrib]
  refine Finset.sum_congr rfl fun k _ => ?_
  rw [← site_mul_site_same]
  exact (Finset.add_sum_erase _ (fun l => site k h * site l g) (Finset.mem_univ k)).symm

/-- If there is at least one site, the one-body operator `Γ(h)` determines the one-site
matrix `h`. -/
theorem oneBody_injective [Nonempty ι] :
    Injective (oneBody ι : Matrix n n ℂ → Matrix (ι → n) (ι → n) ℂ) := by
  have k : ι := Classical.arbitrary ι
  -- in a uniform configuration every site contributes the same diagonal element
  have diag : ∀ (m : Matrix n n ℂ) (a : n),
      oneBody ι m (fun _ => a) (fun _ => a) = (Fintype.card ι : ℂ) * m a a := by
    intro m a
    have hs : ∀ l : ι, site l m (fun _ => a) (fun _ => a) = m a a := by
      intro l
      rw [site_apply]
      exact if_pos (update_eq_self l (fun _ : ι => a)).symm
    rw [oneBody, Matrix.sum_apply, Finset.sum_congr rfl (fun l _ => hs l)]
    simp
  -- changing one site of a uniform configuration isolates an off-diagonal element
  have off : ∀ (m : Matrix n n ℂ) (a b : n), a ≠ b →
      oneBody ι m (update (fun _ => b) k a) (fun _ => b) = m a b := by
    intro m a b hab
    rw [oneBody, Matrix.sum_apply, Finset.sum_eq_single k]
    · rw [site_apply, if_pos]
      · simp
      · rw [update_idem]
        exact (update_eq_self k (fun _ : ι => b)).symm
    · intro l _ hl
      rw [site_apply, if_neg]
      intro e
      have e' := congrFun e k
      rw [update_of_ne hl.symm, update_self] at e'
      exact hab e'.symm
    · intro hk
      exact absurd (Finset.mem_univ _) hk
  intro h g e
  ext a b
  by_cases hab : a = b
  · subst hab
    have e' := diag h a
    rw [e, diag g a] at e'
    exact (mul_left_cancel₀ (Nat.cast_ne_zero.mpr Fintype.card_ne_zero) e').symm
  · rw [← off h a b hab, e, off g a b hab]

/-- With at least one site, two one-body operators commute exactly when their one-site
matrices commute. -/
theorem oneBody_commute_iff [Nonempty ι] (h g : Matrix n n ℂ) :
    oneBody ι h * oneBody ι g = oneBody ι g * oneBody ι h ↔ h * g = g * h := by
  have z : oneBody ι (0 : Matrix n n ℂ) = 0 := by
    have e := oneBody_commutator (ι := ι) h h
    rw [sub_self, sub_self] at e
    exact e.symm
  constructor
  · intro e
    apply sub_eq_zero.mp
    apply oneBody_injective (ι := ι)
    rw [← oneBody_commutator, e, sub_self, z]
  · intro e
    apply sub_eq_zero.mp
    rw [oneBody_commutator, e, sub_self, z]

/-- The x component of a spin one-half, in units of ħ. -/
def spinX : Matrix (Fin 2) (Fin 2) ℂ := !![0, 1 / 2; 1 / 2, 0]

/-- The y component of a spin one-half, in units of ħ. -/
def spinY : Matrix (Fin 2) (Fin 2) ℂ := !![0, -Complex.I / 2; Complex.I / 2, 0]

/-- The z component of a spin one-half, in units of ħ. -/
def spinZ : Matrix (Fin 2) (Fin 2) ℂ := !![1 / 2, 0; 0, -1 / 2]

/-- For any finite collection of spins one-half, the commutator of the x and y components of
the total spin is `i` times its z component. -/
theorem totalSpin_commutator :
    oneBody ι spinX * oneBody ι spinY - oneBody ι spinY * oneBody ι spinX =
      Complex.I • oneBody ι spinZ := by
  -- the relation for a single spin
  have e : spinX * spinY - spinY * spinX = Complex.I • spinZ := by
    ext i j
    fin_cases i <;> fin_cases j <;>
      simp [spinX, spinY, spinZ] <;> ring
  rw [oneBody_commutator, e]
  simp only [oneBody, Finset.smul_sum]
  refine Finset.sum_congr rfl fun k _ => ?_
  ext x y
  simp only [site_apply, Matrix.smul_apply]
  split_ifs <;> simp

end

end OneBodyOperators
```

```lean
#print axioms OneBodyOperators.oneBody_commutator
#print axioms OneBodyOperators.oneBody_mul
#print axioms OneBodyOperators.oneBody_commute_iff
#print axioms OneBodyOperators.totalSpin_commutator
```

```
'OneBodyOperators.oneBody_commutator' depends on axioms: [propext, Classical.choice, Quot.sound]
'OneBodyOperators.oneBody_mul' depends on axioms: [propext, Classical.choice, Quot.sound]
'OneBodyOperators.oneBody_commute_iff' depends on axioms: [propext, Classical.choice, Quot.sound]
'OneBodyOperators.totalSpin_commutator' depends on axioms: [propext, Classical.choice, Quot.sound]
```

## From matrix elements to the commutator in Lean

`site_mul_apply` is the single-site sum. Its `key` labels each intermediate configuration by its state at site `k`; `Finset.sum_comm` then exchanges the sums, and the sum over configurations collapses to one term.

`site_mul_site_same` applies this formula and distinguishes whether `z` agrees with `x` away from `k`. In `site_comm`, `key` is the factorised matrix element for different sites. It is used once for each order, and `update_comm` and `mul_comm` identify the two results.

`oneBody_commutator` expands both products, reorders one double sum so that the terms pair up, and uses `Finset.sum_eq_single k` to keep only $l=k$. The other terms vanish by `site_comm`. `oneBody_mul` instead separates the term $l=k$ from the rest and leaves the rest in place.

In `oneBody_injective`, `diag` and `off` are the two matrix elements computed above; the diagonal case cancels the nonzero number of sites. `oneBody_commute_iff` obtains $\Gamma(0)=0$ by taking $g=h$ in the commutator formula, then uses injectivity for the forward direction. `totalSpin_commutator` checks the four entries of the single-spin relation and takes the factor $i$ outside the sum over sites.
